# Total decay yield from the propagator of a finite core-excited system

Take two degenerate core-excited levels at energy zero that decay into the same channel, each with amplitude 1. Suppose a code gives each level its own width 1 in the propagator but leaves out the off-diagonal width that the shared channel creates. At energy 1/2, the normalised excitation (1, 1)/√2 then loses 2 according to the propagator (the loss −2 Im⟨b,Gb⟩ introduced below), while the decay amplitudes add up to a yield of 4. For (1, −1)/√2 the loss is again 2, and the yield is 0. Absorption and emission no longer describe the same system.

With the full width matrix, both numbers are 1.6 for the first excitation and 0 for the second. This agreement holds for every finite Hermitian Hamiltonian and every set of decay amplitudes, provided that the propagator exists at the chosen energy and the width matrix is built from those same amplitudes.

## Yield and propagator share one width matrix

Let H be the Hermitian n × n Hamiltonian of the core-excited states, and let W be an m × n complex matrix. Row f of W holds the amplitudes for decay into channel f, radiative or Auger. A star on a matrix denotes its adjoint, and ⟨b,x⟩ is conjugate-linear in b. At real energy w, the inverse propagator is

K = w − H + (i/2) W*W.

The term (i/2) W*W is postulated. It stands for decay continua that have been eliminated under the assumption that their coupling doesn't vary with energy, with any level shifts absorbed into H. The amplitudes in W therefore include a factor √(2πρ), where ρ is the density of final states in the channel.

The total yield of a state x is

Y(x) = Σ_f |(Wx)_f|².

If KG = 1, then for every excitation vector b

Y(Gb) = −2 Im⟨b,Gb⟩.

In resonant inelastic X-ray scattering (RIXS), b is the dipole operator applied to the ground state and projected on the core-excited states, w is the ground-state energy plus the incident photon energy, and Gb is the intermediate state in the resonant term of the Kramers–Heisenberg amplitude. Within this finite model with energy-independent widths, the identity ties the absorption signal to the sum of all decay signals. A RIXS spectrum records radiative terms of that sum, not the Auger ones.

## Comparing the two numbers in a spectrum code

A code that stores the decay amplitudes W and solves Kx = b for the intermediate state can compute both sides at each incident energy:

```python
x = np.linalg.solve(K, b)
total_yield = np.sum(np.abs(W @ x)**2)
loss = -2 * np.vdot(b, x).imag
```

`np.vdot` conjugates its first argument, as the formula requires. A mismatch well above the solver error points to a width matrix that differs from W*W, a channel that enters K but is missing from W, a factor of 2 or 2π that differs between K and the yield, or a Hamiltonian that isn't Hermitian. An error made consistently in both places, such as a channel left out of K and W alike, produces no mismatch.

With an iterative solver there is a residual r = b − Kx. The vector x is then the exact solution for the excitation b − r, so

Y(x) + 2 Im⟨b,x⟩ = 2 Im⟨r,x⟩.

The mismatch is at most 2‖r‖‖x‖. A small mismatch does not show convergence, however: x = 0 satisfies the identity for every b. The residual needs its own check.

## Derivation by moving K across the inner product

Since H is Hermitian, w is real and W*W is Hermitian, taking the adjoint changes only the sign of the last term:

K* = w − H − (i/2) W*W = K − i W*W.

Let Kx = b. Then

⟨b,x⟩ = ⟨Kx,x⟩ = ⟨x,K*x⟩ = ⟨x,Kx⟩ − i⟨x,W*Wx⟩.

The first term on the right is ⟨x,b⟩, the complex conjugate of ⟨b,x⟩. In the second, ⟨x,W*Wx⟩ = ⟨Wx,Wx⟩ = Y(x). Writing z = ⟨b,x⟩ and z̄ for its conjugate,

z − z̄ = −i Y(x).

The left side is 2i Im z, so Y(x) = −2 Im⟨b,x⟩. If KG = 1, then x = Gb satisfies Kx = b, and the identity for the propagator follows.

The same relation holds for operators. The adjoint of KG = 1 is G*K* = 1, hence

G − G* = G*K*G − G*KG = G*(K* − K)G = −i G*W*WG.

Now define the matrix S = 1 − i WGW*, which acts between decay channels. Its adjoint is S* = 1 + i WG*W*, and

S*S = 1 − i WGW* + i WG*W* + WG*W*WGW*.

By the operator relation, G*W*WG = i(G − G*). The last term is therefore i WGW* − i WG*W*, which cancels the two linear terms and leaves S*S = 1.

It remains to see when G exists. If Kx = 0, the identity with b = 0 gives Y(x) = 0. A sum of squares vanishes only if each term does, so Wx = 0, and Kx = 0 reduces to Hx = wx. Conversely, Hx = wx and Wx = 0 give Kx = 0. A finite square matrix is invertible exactly when it annihilates no nonzero vector. So G exists exactly when H has no nonzero eigenvector at energy w that is decoupled from every channel.

Until ⟨x,W*Wx⟩ is recognised as the yield, the derivation of the identity needs nothing of the width matrix except that it is Hermitian. For K = w − H + (i/2)Γ with any Hermitian Γ, and Kx = b, the same steps done by hand give

⟨x,Γx⟩ = −2 Im⟨b,x⟩.

If Γ contains widths from channels that W does not list, the missing yield is ⟨x,(Γ − W*W)x⟩. For a uniform width Γ = γ·1, the total loss is γ‖x‖².

## The Lean file

```lean
import Mathlib

open Matrix

namespace RIXSOpticalTheorem

noncomputable section

variable {m n : Type*} [Fintype m] [Fintype n] [DecidableEq n]

/-- The inverse propagator `w - H + (i/2) W* W` of core-excited states with Hamiltonian `H`
and decay amplitudes `W`, at real energy `w`. -/
def inversePropagator (H : Matrix n n ℂ) (W : Matrix m n ℂ) (w : ℝ) : Matrix n n ℂ :=
  (w : ℂ) • (1 : Matrix n n ℂ) - H + (Complex.I / 2) • (Wᴴ * W)

/-- The total decay yield of the state `x`: the squared amplitudes summed over all channels. -/
def decayYield (W : Matrix m n ℂ) (x : n → ℂ) : ℝ :=
  ∑ f, ‖(W *ᵥ x) f‖ ^ 2

/-- The scattering matrix `1 - i W G W*` between decay channels. -/
def channelScattering [DecidableEq m] (W : Matrix m n ℂ) (G : Matrix n n ℂ) : Matrix m m ℂ :=
  1 - Complex.I • (W * G * Wᴴ)

omit [Fintype n] in
/-- The adjoint of the inverse propagator differs from it by `i W* W`. -/
theorem inversePropagator_adjoint {H : Matrix n n ℂ} (hH : H.IsHermitian)
    (W : Matrix m n ℂ) (w : ℝ) :
    (inversePropagator H W w)ᴴ = inversePropagator H W w - Complex.I • (Wᴴ * W) := by
  have h1 : star (Complex.I / 2) = -(Complex.I / 2) := by simp [neg_div]
  have h2 : star (w : ℂ) = (w : ℂ) := Complex.conj_ofReal w
  rw [inversePropagator, conjTranspose_add, conjTranspose_sub, conjTranspose_smul,
    conjTranspose_smul, conjTranspose_one, conjTranspose_mul, conjTranspose_conjTranspose,
    hH.eq, h1, h2]
  module

/-- If the excitation `b` drives the core-excited state `x`, the total decay yield of `x` is
`-2 Im ⟨b, x⟩`. -/
theorem yield_of_driven_state {H : Matrix n n ℂ} (hH : H.IsHermitian)
    (W : Matrix m n ℂ) (w : ℝ) {x b : n → ℂ} (hx : inversePropagator H W w *ᵥ x = b) :
    decayYield W x = -2 * (star b ⬝ᵥ x).im := by
  -- the expectation value of `W* W` is the yield
  have hy : star x ⬝ᵥ ((Wᴴ * W) *ᵥ x) = (decayYield W x : ℂ) := by
    rw [← Matrix.mulVec_mulVec, Matrix.dotProduct_mulVec, ← Matrix.star_mulVec]
    simp only [dotProduct, decayYield, Pi.star_apply, Complex.ofReal_sum]
    apply Finset.sum_congr rfl
    intro f _
    rw [Complex.star_def, mul_comm, Complex.mul_conj, Complex.normSq_eq_norm_sq]
  have hc : star x ⬝ᵥ b = star (star b ⬝ᵥ x) := by
    simp only [dotProduct, star_sum, star_mul', Pi.star_apply, star_star]
    exact Finset.sum_congr rfl (fun i _ => mul_comm _ _)
  -- move the inverse propagator to the other side of the inner product
  have hz : star b ⬝ᵥ x = star x ⬝ᵥ ((inversePropagator H W w)ᴴ *ᵥ x) := by
    rw [Matrix.dotProduct_mulVec, ← Matrix.star_mulVec, hx]
  rw [inversePropagator_adjoint hH, Matrix.sub_mulVec, Matrix.smul_mulVec, hx,
    dotProduct_sub, dotProduct_smul, hy, hc] at hz
  generalize star b ⬝ᵥ x = z at hz ⊢
  have him := congrArg Complex.im hz
  simp only [Complex.sub_im, Complex.star_def, Complex.conj_im, smul_eq_mul, Complex.mul_im,
    Complex.I_re, Complex.I_im, Complex.ofReal_re, Complex.ofReal_im] at him
  linarith

/-- Optical theorem: for every excitation vector `b`, the total decay yield of `G b` equals
`-2 Im ⟨b, G b⟩`, where `G` is the propagator. -/
theorem optical_theorem {H G : Matrix n n ℂ} (hH : H.IsHermitian)
    (W : Matrix m n ℂ) (w : ℝ) (hG : inversePropagator H W w * G = 1) (b : n → ℂ) :
    decayYield W (G *ᵥ b) = -2 * (star b ⬝ᵥ (G *ᵥ b)).im := by
  apply yield_of_driven_state hH W w
  rw [Matrix.mulVec_mulVec, hG, Matrix.one_mulVec]

/-- Operator form of the optical theorem: the propagator `G` and its adjoint satisfy `G - G* = -i G*
W* W G`. -/
theorem propagator_sub_adjoint {H G : Matrix n n ℂ} (hH : H.IsHermitian)
    (W : Matrix m n ℂ) (w : ℝ) (hG : inversePropagator H W w * G = 1) :
    G - Gᴴ = -(Complex.I • (Gᴴ * (Wᴴ * W) * G)) := by
  have h1 : Gᴴ * (inversePropagator H W w)ᴴ = 1 := by
    rw [← conjTranspose_mul, hG, conjTranspose_one]
  rw [inversePropagator_adjoint hH] at h1
  calc G - Gᴴ = (Gᴴ * (inversePropagator H W w - Complex.I • (Wᴴ * W))) * G
        - Gᴴ * (inversePropagator H W w * G) := by
        rw [h1, hG, Matrix.one_mul, Matrix.mul_one]
    _ = -(Complex.I • (Gᴴ * (Wᴴ * W) * G)) := by
        rw [Matrix.mul_sub, Matrix.sub_mul, Matrix.mul_smul, Matrix.smul_mul,
          Matrix.mul_assoc Gᴴ (inversePropagator H W w) G]
        abel

/-- The scattering matrix between decay channels satisfies `S* S = 1`. -/
theorem channelScattering_unitary [DecidableEq m] {H G : Matrix n n ℂ} (hH : H.IsHermitian)
    (W : Matrix m n ℂ) (w : ℝ) (hG : inversePropagator H W w * G = 1) :
    (channelScattering W G)ᴴ * channelScattering W G = 1 := by
  have hY : Gᴴ * (Wᴴ * W) * G = Complex.I • (G - Gᴴ) := by
    rw [propagator_sub_adjoint hH W w hG, smul_neg, smul_smul, Complex.I_mul_I,
      neg_smul, one_smul, neg_neg]
  -- the quadratic term cancels the two linear ones
  have hkey : W * Gᴴ * Wᴴ * (W * G * Wᴴ)
      = Complex.I • (W * G * Wᴴ) - Complex.I • (W * Gᴴ * Wᴴ) := by
    calc W * Gᴴ * Wᴴ * (W * G * Wᴴ) = W * (Gᴴ * (Wᴴ * W) * G) * Wᴴ := by
          simp only [Matrix.mul_assoc]
      _ = _ := by
          rw [hY, Matrix.mul_smul, Matrix.smul_mul, Matrix.mul_sub, Matrix.sub_mul, smul_sub]
  have hS : (channelScattering W G)ᴴ = 1 + Complex.I • (W * Gᴴ * Wᴴ) := by
    rw [channelScattering, conjTranspose_sub, conjTranspose_one, conjTranspose_smul,
      conjTranspose_mul, conjTranspose_mul, conjTranspose_conjTranspose, Complex.star_def,
      Complex.conj_I, neg_smul, sub_neg_eq_add, ← Matrix.mul_assoc]
  rw [hS, channelScattering, Matrix.add_mul, Matrix.one_mul, Matrix.mul_sub, Matrix.mul_one,
    Matrix.smul_mul, Matrix.mul_smul, hkey, smul_smul, Complex.I_mul_I]
  module

/-- The inverse propagator annihilates `x` exactly when `H x = w x` and `x` has zero amplitude
in every decay channel. -/
theorem inversePropagator_mulVec_eq_zero_iff {H : Matrix n n ℂ} (hH : H.IsHermitian)
    (W : Matrix m n ℂ) (w : ℝ) (x : n → ℂ) :
    inversePropagator H W w *ᵥ x = 0 ↔ H *ᵥ x = (w : ℂ) • x ∧ W *ᵥ x = 0 := by
  have hK : inversePropagator H W w *ᵥ x
      = (w : ℂ) • x - H *ᵥ x + (Complex.I / 2) • (Wᴴ *ᵥ (W *ᵥ x)) := by
    rw [inversePropagator, Matrix.add_mulVec, Matrix.sub_mulVec, Matrix.smul_mulVec,
      Matrix.smul_mulVec, Matrix.one_mulVec, Matrix.mulVec_mulVec]
  constructor
  · intro hx
    -- without a driving excitation the yield vanishes, channel by channel
    have h0 : ∑ f, ‖(W *ᵥ x) f‖ ^ 2 = 0 := by
      have h := yield_of_driven_state hH W w hx
      rw [star_zero, zero_dotProduct, Complex.zero_im, mul_zero] at h
      exact h
    have hW : W *ᵥ x = 0 := by
      funext f
      have hf := (Finset.sum_eq_zero_iff_of_nonneg
        (fun f _ => sq_nonneg ‖(W *ᵥ x) f‖)).1 h0 f (Finset.mem_univ f)
      exact norm_eq_zero.1 (pow_eq_zero_iff two_ne_zero |>.1 hf)
    rw [hK, hW, Matrix.mulVec_zero, smul_zero, add_zero, sub_eq_zero] at hx
    exact ⟨hx.symm, hW⟩
  · rintro ⟨h1, h2⟩
    rw [hK, h1, h2, Matrix.mulVec_zero, smul_zero, add_zero, sub_self]

/-- The propagator exists at energy `w` exactly when no nonzero eigenvector of `H` with
eigenvalue `w` is decoupled from all decay channels. -/
theorem propagator_exists_iff {H : Matrix n n ℂ} (hH : H.IsHermitian)
    (W : Matrix m n ℂ) (w : ℝ) :
    (∃ G, inversePropagator H W w * G = 1) ↔
      ∀ x : n → ℂ, H *ᵥ x = (w : ℂ) • x → W *ᵥ x = 0 → x = 0 := by
  constructor
  · rintro ⟨G, hG⟩ x h1 h2
    have hx := (inversePropagator_mulVec_eq_zero_iff hH W w x).2 ⟨h1, h2⟩
    have hG' : G * inversePropagator H W w = 1 := mul_eq_one_comm.1 hG
    rw [← Matrix.one_mulVec x, ← hG', ← Matrix.mulVec_mulVec, hx, Matrix.mulVec_zero]
  · intro h
    have hdet : (inversePropagator H W w).det ≠ 0 := by
      intro h0
      obtain ⟨v, hv, hKv⟩ := Matrix.exists_mulVec_eq_zero_iff.2 h0
      obtain ⟨h1, h2⟩ := (inversePropagator_mulVec_eq_zero_iff hH W w v).1 hKv
      exact hv (h v h1 h2)
    exact ⟨_, Matrix.mul_nonsing_inv _ (isUnit_iff_ne_zero.2 hdet)⟩

/-- Two coupled levels, only the first of which has a decay amplitude, have a Hermitian
Hamiltonian and an explicit propagator at energy zero. -/
theorem optical_theorem_witness :
    (!![0, 1; 1, 0] : Matrix (Fin 2) (Fin 2) ℂ).IsHermitian ∧
    inversePropagator !![0, 1; 1, 0] (!![1, 0] : Matrix (Fin 1) (Fin 2) ℂ) 0
      * !![0, -1; -1, -(Complex.I / 2)] = 1 := by
  constructor
  · ext i j
    fin_cases i <;> fin_cases j <;> simp
  · ext i j
    fin_cases i <;> fin_cases j <;>
      simp [inversePropagator, Matrix.mul_apply, Fin.sum_univ_succ]

end

end RIXSOpticalTheorem
```

```lean
#print axioms RIXSOpticalTheorem.yield_of_driven_state
-- 'RIXSOpticalTheorem.yield_of_driven_state' depends on axioms: [propext, Classical.choice, Quot.sound]
#print axioms RIXSOpticalTheorem.optical_theorem
-- 'RIXSOpticalTheorem.optical_theorem' depends on axioms: [propext, Classical.choice, Quot.sound]
#print axioms RIXSOpticalTheorem.channelScattering_unitary
-- 'RIXSOpticalTheorem.channelScattering_unitary' depends on axioms: [propext, Classical.choice, Quot.sound]
#print axioms RIXSOpticalTheorem.propagator_exists_iff
-- 'RIXSOpticalTheorem.propagator_exists_iff' depends on axioms: [propext, Classical.choice, Quot.sound]
```

## How the theorems read in physical terms

The finite index types `n` and `m` label core-excited states and decay channels. `inversePropagator H W w` is K, and `decayYield W x` is Y(x), a real number. In Lean, `Wᴴ` is the adjoint, `*ᵥ` applies a matrix to a vector, and `star b ⬝ᵥ x` is ⟨b,x⟩. The energy has type `ℝ`, so no extra imaginary broadening can enter through `w`.

`optical_theorem` says: if H is Hermitian and `inversePropagator H W w * G = 1`, then the yield of Gb is −2 Im⟨b,Gb⟩ for every b. The matrix W is arbitrary, and b needn't be normalised. `yield_of_driven_state` is more general: H must still be Hermitian, but one solution of Kx = b takes the place of the propagator. It therefore also applies when K is singular, provided that a solution exists.

`propagator_sub_adjoint` is the operator relation, and `channelScattering_unitary` states S*S = 1. `propagator_exists_iff` gives the condition for G to exist. All three assume that H is Hermitian. `optical_theorem_witness` supplies a concrete case at energy zero: two levels coupled with strength 1, of which only the first decays directly. There, exciting the second level with a normalised vector gives yield 1, while exciting the first gives yield 0.

## How the Lean proofs follow the derivation

`inversePropagator_adjoint` takes the adjoint term by term; `module` then collects the coefficients of W*W.

In `yield_of_driven_state`, `hy` identifies ⟨x,W*Wx⟩ with the yield, `hc` states that ⟨x,b⟩ is the conjugate of ⟨b,x⟩, and `hz` moves K across the inner product. Rewriting `hz` with the adjoint formula produces z = z̄ − iY. The proof takes imaginary parts, and `linarith` solves the resulting real equation. `optical_theorem` applies this lemma to x = Gb.

The `calc` block in `propagator_sub_adjoint` inserts G*K* = 1 and KG = 1, as in the derivation. In `channelScattering_unitary`, `hY` rearranges the operator relation and `hkey` turns the quadratic term into the two linear ones that cancel.

`inversePropagator_mulVec_eq_zero_iff` uses the yield identity with b = 0, then the fact that a vanishing sum of nonnegative terms has only zero terms. In `propagator_exists_iff`, a given G is also a left inverse of K, so K annihilates only the zero vector. The converse passes through the determinant: if it were zero, K would annihilate a nonzero vector, which the hypothesis excludes. The two-level example is checked entry by entry.

## Reach of the identity in simulation work

The theorems guarantee the balance in exact arithmetic for any finite number of states and channels. They say nothing about rounding errors or about whether a given program builds K correctly.

The elimination of the continua that leads to K is assumed. Energy-dependent widths over a spectrum are compatible with the identity if W is re-evaluated at each w and the same W enters both K and the yield, since each statement concerns a single energy. The Lean statements take finitely many channels, so they apply to a continuum of emission directions or electron energies only after it has been represented by such a set.

In scattering theory, the optical theorem relates a total cross section to a forward amplitude. The identity here is the corresponding balance for a finite matrix propagator; it involves no incident wave and no cross section. It fixes the sum over channels and leaves open how the yield is divided among them, so a RIXS map can satisfy it and still have wrong relative intensities.
